# Two-photon spectrum proportional to w(D − w) when all levels lie at the reference energy E

In a finite basis with positive definite overlap matrix `S`, let the resolvent of a Hamiltonian matrix H at photon energy w be R(w) = (H − E S + w S)⁻¹, with E a real reference energy. The two photon energies w and D − w add up to D, and the two-photon spectrum is defined, without further prefactors, as w³(D − w)³ |⟨u, (R(w) + R(D − w)) v⟩|². The theorem takes H = E S, so that every level lies at E, and says that for 0 < w < D the spectrum equals D² w(D − w) |⟨u, S⁻¹ v⟩|², for any complex vectors u and v. The proof first shows that each resolvent is `S⁻¹` divided by its photon energy. It then writes k for 1/w + 1/(D − w), with `hk` recording that w(D − w)k = D, and tries to finish by rewriting with `hk` from right to left and calling `ring`.

In Lean, a first try:

```lean
import Mathlib

open Matrix MeasureTheory Set
open scoped ComplexOrder

namespace SpectrumOfDegenerateLevels

noncomputable section

variable {n : Type*} [Fintype n]

/-- The matrix element `⟨x, M y⟩`, conjugate-linear in `x`. -/
def matrixElement (M : Matrix n n ℂ) (x y : n → ℂ) : ℂ := star x ⬝ᵥ M *ᵥ y

/-- The matrix `H - E S + w S` of the Hamiltonian in a basis with overlap `S`,
shifted by the energy `E` and the photon energy `w`. -/
def shiftedHamiltonian (H S : Matrix n n ℂ) (E w : ℝ) : Matrix n n ℂ :=
  H - (E : ℂ) • S + (w : ℂ) • S

variable [DecidableEq n]

/-- The resolvent `R(w) = (H - E S + w S)⁻¹`, meant for `w` at which this matrix is
invertible. -/
def greenMatrix (H S : Matrix n n ℂ) (E w : ℝ) : Matrix n n ℂ :=
  (shiftedHamiltonian H S E w)⁻¹

/-- The two-photon spectrum `w³ (D - w)³ |⟨u, (R(w) + R(D - w)) v⟩|²`, meant for `w` at
which both resolvents exist. -/
def twoPhotonSpectrum (H S : Matrix n n ℂ) (E D : ℝ) (u v : n → ℂ) (w : ℝ) : ℝ :=
  w ^ 3 * (D - w) ^ 3 *
    ‖matrixElement (greenMatrix H S E w + greenMatrix H S E (D - w)) u v‖ ^ 2

variable {H S : Matrix n n ℂ} {E D : ℝ}

/-- If `H = E S` with `S` positive definite, the spectrum for `0 < w < D` is
`D² w (D - w) |⟨u, S⁻¹ v⟩|²`. -/
theorem spectrum_of_degenerate_levels (hS : S.PosDef) (u v : n → ℂ) {w : ℝ}
    (hw : w ∈ Ioo 0 D) :
    twoPhotonSpectrum ((E : ℂ) • S) S E D u v w
      = D ^ 2 * (w * (D - w)) * ‖matrixElement S⁻¹ u v‖ ^ 2 := by
  have hSu := (Matrix.isUnit_iff_isUnit_det _).1 hS.isUnit
  have hG : ∀ a : ℝ, a ≠ 0 →
      greenMatrix ((E : ℂ) • S) S E a = ((a⁻¹ : ℝ) : ℂ) • S⁻¹ := by
    intro a ha
    apply Matrix.inv_eq_right_inv
    rw [shiftedHamiltonian, sub_self, zero_add, Matrix.smul_mul, Matrix.mul_smul,
      Matrix.mul_nonsing_inv _ hSu, smul_smul, ← Complex.ofReal_mul, mul_inv_cancel₀ ha,
      Complex.ofReal_one, one_smul]
  have h0 : w ≠ 0 := hw.1.ne'
  have h1 : D - w ≠ 0 := (sub_pos.2 hw.2).ne'
  have hk : w * (D - w) * (w⁻¹ + (D - w)⁻¹) = D := by
    linear_combination (D - w) * mul_inv_cancel₀ h0 + w * mul_inv_cancel₀ h1
  rw [twoPhotonSpectrum, hG w h0, hG (D - w) h1, ← add_smul, ← Complex.ofReal_add]
  generalize w⁻¹ + (D - w)⁻¹ = k at hk ⊢
  have e : matrixElement ((k : ℂ) • S⁻¹) u v = (k : ℂ) * matrixElement S⁻¹ u v := by
    simp only [matrixElement, Matrix.smul_mulVec, dotProduct_smul, smul_eq_mul]
  rw [e, norm_mul, Complex.norm_real, Real.norm_eq_abs, mul_pow, sq_abs, ← hk]
  ring

end

end SpectrumOfDegenerateLevels
```

Lean reports:

```
Try this:
  [apply] ring_nf
  
  The `ring` tactic failed to close the goal. Use `ring_nf` to obtain a normal form.
    
  Note that `ring` works primarily in *commutative* rings. If you have a noncommutative ring, abelian group or module, consider using `noncomm_ring`, `abel` or `module` instead.
Main.lean:40:63: error: unsolved goals
n : Type u_1
inst✝¹ : Fintype n
inst✝ : DecidableEq n
S : Matrix n n ℂ
E D : ℝ
hS : S.PosDef
u v : n → ℂ
w : ℝ
hw : w ∈ Ioo 0 D
hSu : IsUnit S.det
hG : ∀ (a : ℝ), a ≠ 0 → greenMatrix (↑E • S) S E a = ↑a⁻¹ • S⁻¹
h0 : w ≠ 0
h1 : D - w ≠ 0
k : ℝ
hk : w * (D - w) * k = D
e : matrixElement (↑k • S⁻¹) u v = ↑k * matrixElement S⁻¹ u v
⊢ w ^ 6 * D * k ^ 3 * ‖matrixElement S⁻¹ u v‖ ^ 2 * 3 - w ^ 6 * D ^ 2 * k ^ 4 * ‖matrixElement S⁻¹ u v‖ ^ 2 * 3 +
                    w ^ 6 * D ^ 3 * k ^ 5 * ‖matrixElement S⁻¹ u v‖ ^ 2 -
                  w ^ 6 * k ^ 2 * ‖matrixElement S⁻¹ u v‖ ^ 2 +
                w ^ 7 * D * k ^ 4 * ‖matrixElement S⁻¹ u v‖ ^ 2 * 6 -
              w ^ 7 * D ^ 2 * k ^ 5 * ‖matrixElement S⁻¹ u v‖ ^ 2 * 3 -
            w ^ 7 * k ^ 3 * ‖matrixElement S⁻¹ u v‖ ^ 2 * 3 +
          w ^ 8 * D * k ^ 5 * ‖matrixElement S⁻¹ u v‖ ^ 2 * 3 -
        w ^ 8 * k ^ 4 * ‖matrixElement S⁻¹ u v‖ ^ 2 * 3 -
      w ^ 9 * k ^ 5 * ‖matrixElement S⁻¹ u v‖ ^ 2 =
    -(w ^ 4 * D ^ 2 * k ^ 2 * ‖matrixElement S⁻¹ u v‖ ^ 2) + w ^ 4 * D ^ 3 * k ^ 3 * ‖matrixElement S⁻¹ u v‖ ^ 2 +
              w ^ 5 * D * k ^ 2 * ‖matrixElement S⁻¹ u v‖ ^ 2 * 2 -
            w ^ 5 * D ^ 2 * k ^ 3 * ‖matrixElement S⁻¹ u v‖ ^ 2 * 3 +
          w ^ 6 * D * k ^ 3 * ‖matrixElement S⁻¹ u v‖ ^ 2 * 3 -
        w ^ 6 * k ^ 2 * ‖matrixElement S⁻¹ u v‖ ^ 2 -
      w ^ 7 * k ^ 3 * ‖matrixElement S⁻¹ u v‖ ^ 2
```

The error is that `ring` could not close the last goal; it left the expanded form shown in the message. The fault lies in the step before, `← hk`. It was needed only to turn the factor D² on the right into (w(D − w)k)², after which the two sides would have agreed by algebra alone. But `rw` replaces every instance of the term it matches, here `D`, so each D − w in the goal also became w(D − w)k − w. The resulting equation still follows from `hk`, but it is not an identity in w, D and k, and `ring` does not use hypotheses.

The repair drops `← hk` from the rewrite, so `D` stays as it is, and uses `hk` through `linear_combination` instead. The difference of the two sides is w(D − w)|⟨u, S⁻¹ v⟩|² times ((w(D − w)k)² − D²). The difference of squares factors as (w(D − w)k + D)(w(D − w)k − D), and the last factor is zero by `hk`. The other factors are the coefficient given to `hk`, and what remains to be checked is a true ring identity.

Lean accepts the file once it reads:

```diff
@@ -55,6 +55,7 @@
   have e : matrixElement ((k : ℂ) • S⁻¹) u v = (k : ℂ) * matrixElement S⁻¹ u v := by
     simp only [matrixElement, Matrix.smul_mulVec, dotProduct_smul, smul_eq_mul]
-  rw [e, norm_mul, Complex.norm_real, Real.norm_eq_abs, mul_pow, sq_abs, ← hk]
-  ring
+  rw [e, norm_mul, Complex.norm_real, Real.norm_eq_abs, mul_pow, sq_abs]
+  linear_combination (w * (D - w)) * ‖matrixElement S⁻¹ u v‖ ^ 2
+    * (w * (D - w) * k + D) * hk
 
 end
```
